# A non-interacting virtual orbital of zero energy adds the eigenvalues of −G to a single-excitation matrix

Give an excitation-energy program one extra virtual orbital, intending to read ionization energies from the new roots. If that orbital couples to the others in both directions, the eigenvectors in general mix ionization and excitation, and the old excitation energies shift. If it has no coupling, the two sets of roots separate exactly; if its energy is also zero, the new roots are the eigenvalues of $-G$, where $G$ is the effective one-body matrix of the occupied orbitals.

Let $o$ and $v$ label the occupied and virtual orbitals, and let all matrix entries lie in a field $K$, for instance the real or complex numbers.

```lean
import Mathlib

open Matrix

namespace IonizationAsExcitation

variable {K o v : Type*} [Field K]
```

## The excitation matrix and its enlargement

Let $F$ and $G$ be the effective one-body matrices of the virtual and occupied orbitals, and $W$ the particle-hole interaction. For occupied $i,j$ and virtual $a,b$,

$$A(ia,jb)=\delta_{ij}F(a,b)-\delta_{ab}G(i,j)+W(ia,jb).$$

Here $G(i,j)$ is the element of the effective one-body operator usually written with row $j$ and column $i$; the order matters when the occupied block is not symmetric. No symmetry is assumed, so the non-Hermitian singles–singles block of an equation-of-motion (EOM) coupled-cluster matrix is allowed. A matrix that also contains double excitations is not covered.

```lean
/-- The single-excitation matrix
`A(ia,jb) = δ(i,j) F(a,b) - δ(a,b) G(i,j) + W(ia,jb)` on occupied-virtual pairs. -/
def excitation [DecidableEq o] [DecidableEq v] (F : Matrix v v K) (G : Matrix o o K)
    (W : Matrix (o × v) (o × v) K) : Matrix (o × v) (o × v) K :=
  Matrix.of fun p q =>
    (if p.1 = q.1 then F p.2 q.2 else 0) - (if p.2 = q.2 then G p.1 q.1 else 0) + W p q
```

Write $\ast$ for the added orbital, `none` in Lean; an old orbital $a$ becomes `some a`. The padded matrix keeps $F(a,b)$ and has $F(\ast,\ast)=F(\ast,b)=F(a,\ast)=0$. This stands for an electron at rest, infinitely far from the molecule.

```lean
/-- A one-body matrix enlarged by one orbital, `none`, all of whose entries vanish. -/
def pad (F : Matrix v v K) : Matrix (Option v) (Option v) K :=
  Matrix.of fun a b => match a, b with
    | some a, some b => F a b
    | _, _ => 0
```

The interaction likewise vanishes whenever either pair contains $\ast$. The old entries are held fixed.

```lean
/-- The interaction enlarged by one virtual orbital that does not interact. -/
def padVirtual (W : Matrix (o × v) (o × v) K) :
    Matrix (o × Option v) (o × Option v) K :=
  Matrix.of fun p q => match p, q with
    | (i, some a), (j, some b) => W (i, a) (j, b)
    | _, _ => 0
```

For electron attachment the added orbital is occupied instead, and $W$ is padded in the other index.

```lean
/-- The interaction enlarged by one occupied orbital that does not interact. -/
def padOccupied (W : Matrix (o × v) (o × v) K) :
    Matrix (Option o × v) (Option o × v) K :=
  Matrix.of fun p q => match p, q with
    | (some i, a), (some j, b) => W (i, a) (j, b)
    | _, _ => 0
```

An ionized state is described by amplitudes $r_i$ for moving an electron from $i$ into $\ast$, with zero amplitude for every old virtual orbital.

```lean
/-- The excitation amplitudes that move an electron from occupied orbital `i` into the added
virtual orbital with weight `r i`, and into no other orbital. -/
def ghostAmplitude (r : o → K) : o × Option v → K
  | (i, none) => r i
  | (_, some _) => 0
```

## Block-triangular factorization

The enlarged set of pairs consists of the old pairs $(i,a)$ and one pair $(i,\ast)$ for each occupied orbital.

```lean
/-- Pairs with the enlarged virtual space are the old pairs together with one
excitation into the added orbital for each occupied orbital. -/
def splitVirtual : o × Option v ≃ (o × v) ⊕ o where
  toFun p := match p with
    | (i, some a) => Sum.inl (i, a)
    | (i, none) => Sum.inr i
  invFun := Sum.elim (fun p => (p.1, some p.2)) (fun i => (i, none))
  left_inv := by rintro ⟨i, _ | a⟩ <;> rfl
  right_inv := by rintro (⟨i, a⟩ | i) <;> rfl
```

With an added occupied orbital, the new pairs are $(\ast,a)$, one for each virtual orbital.

```lean
/-- Pairs with the enlarged occupied space are the old pairs together with one
excitation out of the added orbital for each virtual orbital. -/
def splitOccupied : Option o × v ≃ (o × v) ⊕ v where
  toFun p := match p with
    | (some i, a) => Sum.inl (i, a)
    | (none, a) => Sum.inr a
  invFun := Sum.elim (fun p => (some p.1, p.2)) (fun a => (none, a))
  left_inv := by rintro ⟨_ | i, a⟩ <;> rfl
  right_inv := by rintro (⟨i, a⟩ | a) <;> rfl
```

For the virtual case, less than full decoupling suffices. Let $F$ and $W$ now denote matrices on the enlarged space, with $F(\ast,b)=0$ for old $b$ and $W(i\ast,q)=0$ for every pair $q$. Put $\varepsilon=F(\ast,\ast)$. Then

$$A(i\ast,jb)=0,\qquad A(i\ast,j\ast)=\varepsilon\delta_{ij}-G(i,j).$$

With old pairs first, and $A_0$ the excitation matrix restricted to them,

$$A=\begin{pmatrix}A_0&B\\0&\varepsilon 1-G\end{pmatrix},$$

where $B$ is arbitrary. Hence

$$\det(x1-A)=\det(x1-A_0)\,\det\bigl(x1-(\varepsilon 1-G)\bigr).$$

In the proof, `h` checks the four blocks entry by entry. Reordering the pairs preserves the characteristic polynomial, and the block-triangular determinant rule gives the product. The orbital sets are finite from here on.

```lean
variable [Fintype o] [DecidableEq o] [Fintype v] [DecidableEq v]

/-- If the rows of `F` and `W` that belong to the added virtual orbital vanish, except for its own
energy `F(none,none)`, the characteristic polynomial factorizes into that of the original
excitation matrix and that of `F(none,none) - G`. -/
theorem charpoly_of_one_sided_decoupling (F : Matrix (Option v) (Option v) K)
    (G : Matrix o o K) (W : Matrix (o × Option v) (o × Option v) K)
    (hF : ∀ b, F none (some b) = 0) (hW : ∀ i q, W (i, none) q = 0) :
    (excitation F G W).charpoly =
      (excitation (F.submatrix some some) G
        (W.submatrix (fun p : o × v => (p.1, some p.2))
          (fun p : o × v => (p.1, some p.2)))).charpoly *
      (F none none • (1 : Matrix o o K) - G).charpoly := by
  -- sorted by old and new pairs, the matrix is block triangular
  have h : Matrix.reindex splitVirtual splitVirtual (excitation F G W) =
      Matrix.fromBlocks
        (excitation (F.submatrix some some) G
          (W.submatrix (fun p : o × v => (p.1, some p.2))
            (fun p : o × v => (p.1, some p.2))))
        (Matrix.of fun (p : o × v) (j : o) => excitation F G W (p.1, some p.2) (j, none))
        0 (F none none • (1 : Matrix o o K) - G) := by
    ext (p | i) (q | j) <;>
      simp [splitVirtual, excitation, hF, hW, Matrix.one_apply]
  rw [← Matrix.charpoly_reindex splitVirtual (excitation F G W), h,
    Matrix.charpoly_fromBlocks_zero₂₁]
```

Zero padding satisfies both hypotheses with $\varepsilon=0$, and restriction to the old orbitals returns the original $F$ and $W$. With $A$ the original matrix and $A'$ the padded one,

$$\chi_{A'}(x)=\chi_A(x)\,\chi_{-G}(x),\qquad \chi_M(x)=\det(x1-M).$$

```lean
/-- Ionization as excitation into a non-interacting orbital: adding one virtual orbital with
vanishing entries of `F` and `W` multiplies the characteristic polynomial of the excitation
matrix by that of `-G`. -/
theorem charpoly_add_virtual (F : Matrix v v K) (G : Matrix o o K)
    (W : Matrix (o × v) (o × v) K) :
    (excitation (pad F) G (padVirtual W)).charpoly =
      (excitation F G W).charpoly * (-G).charpoly := by
  have h := charpoly_of_one_sided_decoupling (pad F) G (padVirtual W)
    (fun _ => rfl) (by rintro i ⟨j, _ | b⟩ <;> rfl)
  -- restricting the padded matrices to the old orbitals returns the original ones
  have h1 : (pad F).submatrix some some = F := by
    ext a b
    rfl
  have h2 : (padVirtual W).submatrix (fun p : o × v => (p.1, some p.2))
      (fun p : o × v => (p.1, some p.2)) = W := by
    ext ⟨i, a⟩ ⟨j, b⟩
    rfl
  have h3 : pad F none none = 0 := rfl
  rw [h1, h2, h3, zero_smul, zero_sub] at h
  exact h
```

With one occupied and one virtual orbital, $F=f$, $G=g$ and $W=w$, the enlarged matrix is $\mathrm{diag}(f-g+w,\,-g)$. If $g$ is a Hartree–Fock orbital energy, the new root $-g$ is Koopmans' estimate of the ionization energy. With no old virtual orbitals at all, only $-G$ remains.

## Roots and ionization amplitudes

Both factors are monic, hence non-zero, so the roots of the product are the two lists joined, with algebraic multiplicities. Only roots in $K$ are listed: over the real numbers, complex pairs are absent.

```lean
/-- The eigenvalues in `K` of the enlarged excitation matrix, counted with algebraic multiplicity,
are those of the original excitation matrix together with those of `-G`. -/
theorem roots_add_virtual (F : Matrix v v K) (G : Matrix o o K)
    (W : Matrix (o × v) (o × v) K) :
    (excitation (pad F) G (padVirtual W)).charpoly.roots =
      (excitation F G W).charpoly.roots + (-G).charpoly.roots := by
  rw [charpoly_add_virtual, Polynomial.roots_mul]
  exact mul_ne_zero (Matrix.charpoly_monic _).ne_zero (Matrix.charpoly_monic _).ne_zero
```

The new roots can also be followed through their amplitudes. Acting on $r$ placed in $\ast$,

$$(A'r)_{i\ast}=-\sum_j G(i,j)r_j,\qquad (A'r)_{ia}=0.$$

The Lean proof treats these two components separately and expands the sums.

```lean
/-- On amplitudes into the added non-interacting orbital, the enlarged excitation matrix acts
as `-G` acts on the occupied orbitals. -/
theorem excitation_mulVec_ghost (F : Matrix v v K) (G : Matrix o o K)
    (W : Matrix (o × v) (o × v) K) (r : o → K) :
    excitation (pad F) G (padVirtual W) *ᵥ ghostAmplitude r =
      ghostAmplitude ((-G) *ᵥ r) := by
  ext ⟨i, _ | a⟩ <;>
    simp [Matrix.mulVec, dotProduct, Fintype.sum_prod_type, Fintype.sum_option,
      excitation, pad, padVirtual, ghostAmplitude]
```

Thus $A'r=\mu r$ on the enlarged space exactly when $-Gr=\mu r$ on the occupied orbitals. One direction reads off the $(i,\ast)$ components; the other restores the zeros. The equivalence includes $r=0$; an eigenvector is a non-zero $r$.

```lean
/-- Amplitudes `r` into the added non-interacting orbital solve the enlarged excitation problem
with energy `μ` exactly when `r` solves the eigenvalue equation of `-G` with the same `μ`. -/
theorem ghost_eigen_iff (F : Matrix v v K) (G : Matrix o o K)
    (W : Matrix (o × v) (o × v) K) (r : o → K) (μ : K) :
    excitation (pad F) G (padVirtual W) *ᵥ ghostAmplitude r = μ • ghostAmplitude r ↔
      (-G) *ᵥ r = μ • r := by
  rw [excitation_mulVec_ghost]
  constructor
  · intro h
    funext i
    exact congrFun h (i, none)
  · intro h
    rw [h]
    funext ⟨i, a⟩
    cases a <;> simp [ghostAmplitude]
```

This bears on EOM practice, where an excitation code can yield ionized states through a very diffuse added orbital, but the model here has single excitations only: $-G$ is the one-hole matrix, without the two-hole-one-particle configurations.

## Attachment from an added occupied orbital

For an added occupied orbital with vanishing entries of $G$ and $W$,

$$A'(\ast a,\ast b)=F(a,b),\qquad A'(\ast a,jb)=A'(ia,\ast b)=0.$$

The matrix is block diagonal, and the new factor is $\chi_F$, whose roots are the energy changes on attaching an electron in the one-particle approximation. Electron affinities are their negatives.

```lean
/-- Electron attachment as excitation out of a non-interacting orbital: adding one occupied
orbital with vanishing entries of `G` and `W` multiplies the characteristic polynomial of the
excitation matrix by that of `F`. -/
theorem charpoly_add_occupied (F : Matrix v v K) (G : Matrix o o K)
    (W : Matrix (o × v) (o × v) K) :
    (excitation F (pad G) (padOccupied W)).charpoly =
      (excitation F G W).charpoly * F.charpoly := by
  -- old pairs and excitations out of the added orbital do not couple
  have h : Matrix.reindex splitOccupied splitOccupied
      (excitation F (pad G) (padOccupied W)) =
      Matrix.fromBlocks (excitation F G W) 0 0 F := by
    ext (p | a) (q | b) <;>
      simp [splitOccupied, excitation, pad, padOccupied]
  rw [← Matrix.charpoly_reindex splitOccupied (excitation F (pad G) (padOccupied W)), h,
    Matrix.charpoly_fromBlocks_zero₂₁]

end IonizationAsExcitation
```

```lean
#print axioms IonizationAsExcitation.roots_add_virtual
#print axioms IonizationAsExcitation.ghost_eigen_iff
#print axioms IonizationAsExcitation.charpoly_add_occupied
```

```
'IonizationAsExcitation.roots_add_virtual' depends on axioms: [propext, Classical.choice, Quot.sound]
'IonizationAsExcitation.ghost_eigen_iff' depends on axioms: [propext, Classical.choice, Quot.sound]
'IonizationAsExcitation.charpoly_add_occupied' depends on axioms: [propext, Classical.choice, Quot.sound]
```
